# A two-level lower bound for the eigenvalues of a block Hamiltonian

Take two orthonormal states with real energies a and d and a real coupling b. The eigenvalues λ of the matrix [[a, b], [b, d]] satisfy

(λ − a)(λ − d) = b²,

and the lower one is

ℓ = (a + d)/2 − √(((a − d)/2)² + b²).

The coupling pushes the lower level down, by |b| when a = d. The same ℓ bounds the eigenvalues from below when the two states become two blocks of states, provided that a and d are lower bounds on the block energies and b bounds the norm of the coupling.

## Blocks, energy and the lower level

The states of the blocks form complex Hilbert spaces E and F of any dimension. Completeness supplies the adjoint of the coupling.

```lean
import Mathlib

open scoped InnerProductSpace ComplexConjugate

namespace BlockLevelRepulsion

noncomputable section

variable {E F : Type*} [NormedAddCommGroup E] [InnerProductSpace ℂ E] [CompleteSpace E]
  [NormedAddCommGroup F] [InnerProductSpace ℂ F] [CompleteSpace F]
```

For v = (x, y), with x in E and y in F, the Hamiltonian acts as

H(x, y) = (Ax + By, B†x + Dy).

All blocks are bounded operators, so unbounded Hamiltonians are not covered. `Module.End` makes H a linear map on pairs.

```lean
/-- The block Hamiltonian `[[A, B], [B†, D]]` acting on pairs of state vectors. -/
def blockHamiltonian (A : E →L[ℂ] E) (B : F →L[ℂ] E) (D : F →L[ℂ] F) :
    Module.End ℂ (E × F) where
  toFun v := (A v.1 + B v.2, ContinuousLinearMap.adjoint B v.1 + D v.2)
  map_add' u v := by
    simp only [Prod.fst_add, Prod.snd_add, map_add, Prod.mk_add_mk]
    congr 1 <;> abel
  map_smul' c v := by simp [smul_add]
```

The inner product is conjugate-linear in its first argument. Write

N(v) = ‖x‖² + ‖y‖²,
E(v) = ⟨x, (Hv)₁⟩ + ⟨y, (Hv)₂⟩.

The expectation value in the normalised state is E(v)/N(v); `energy` is E(v) itself, a number, not to be confused with the space E. The code writes N(v) out, because Lean's default norm on a product is the larger of the two component norms.

```lean
/-- The unnormalised expectation value `⟨v, H v⟩` of the block Hamiltonian. -/
def energy (A : E →L[ℂ] E) (B : F →L[ℂ] E) (D : F →L[ℂ] F) (v : E × F) : ℂ :=
  ⟪v.1, (blockHamiltonian A B D v).1⟫_ℂ + ⟪v.2, (blockHamiltonian A B D v).2⟫_ℂ
```

The level ℓ is a function of three real numbers.

```lean
/-- The lower level of two states with energies `a` and `d` and coupling `b`. -/
def lowerLevel (a d b : ℝ) : ℝ := (a + d) / 2 - Real.sqrt (((a - d) / 2) ^ 2 + b ^ 2)
```

## From the coupling to a bound for every state

Since ⟨y, B†x⟩ = ⟨By, x⟩ is the conjugate of ⟨x, By⟩, expanding gives

E(v) = ⟨x, Ax⟩ + ⟨y, Dy⟩ + ⟨x, By⟩ + ⟨x, By⟩*.

```lean
/-- The unnormalised expectation value `⟨v, H v⟩` is the sum of the block terms `⟨x, A x⟩` and
`⟨y, D y⟩` and of the coupling term `⟨x, B y⟩` with its complex conjugate, for `v = (x, y)`. -/
theorem energy_eq (A : E →L[ℂ] E) (B : F →L[ℂ] E) (D : F →L[ℂ] F) (v : E × F) :
    energy A B D v = ⟪v.1, A v.1⟫_ℂ + ⟪v.2, D v.2⟫_ℂ
      + (⟪v.1, B v.2⟫_ℂ + conj ⟪v.1, B v.2⟫_ℂ) := by
  have h : ⟪v.2, ContinuousLinearMap.adjoint B v.1⟫_ℂ = conj ⟪v.1, B v.2⟫_ℂ := by
    rw [ContinuousLinearMap.adjoint_inner_right, inner_conj_symm]
  change ⟪v.1, A v.1 + B v.2⟫_ℂ + ⟪v.2, ContinuousLinearMap.adjoint B v.1 + D v.2⟫_ℂ = _
  rw [inner_add_right, inner_add_right, h]
  ring
```

Next comes the two-level problem with real amplitudes s and t. Put δ = (a − d)/2, r = √(δ² + b²), p = s² − t² and q = 2st. Then p² + q² = (s² + t²)², and

(δp − bq)² + (δq + bp)² = (δ² + b²)(p² + q²) = r²(s² + t²)².

Dropping the second square gives δp − bq ≥ −r(s² + t²). Adding (a + d)/2 · (s² + t²) to both sides yields

as² + dt² − 2bst ≥ ℓ(s² + t²).

In the code, `key` is the identity and `abs_le_of_sq_le_sq` takes the root.

```lean
/-- For real amplitudes `s` and `t`, the two-level energy form `a s² + d t² - 2 b s t`, in which the
coupling enters as `-b`, is at least the lower level times `s² + t²`. -/
theorem lowerLevel_mul_le (a d b s t : ℝ) :
    lowerLevel a d b * (s ^ 2 + t ^ 2) ≤ a * s ^ 2 + d * t ^ 2 - 2 * b * s * t := by
  unfold lowerLevel
  have hr := Real.sq_sqrt (show 0 ≤ ((a - d) / 2) ^ 2 + b ^ 2 by positivity)
  have hr0 := Real.sqrt_nonneg (((a - d) / 2) ^ 2 + b ^ 2)
  generalize Real.sqrt (((a - d) / 2) ^ 2 + b ^ 2) = r at hr hr0 ⊢
  -- the square of the traceless part and a second square add up to `(r (s² + t²))²`
  have key : ((a - d) / 2 * (s ^ 2 - t ^ 2) - b * (2 * s * t)) ^ 2
      + ((a - d) / 2 * (2 * s * t) + b * (s ^ 2 - t ^ 2)) ^ 2
      = (r * (s ^ 2 + t ^ 2)) ^ 2 := by
    linear_combination (-(s ^ 2 + t ^ 2) ^ 2) * hr
  have hsq : ((a - d) / 2 * (s ^ 2 - t ^ 2) - b * (2 * s * t)) ^ 2
      ≤ (r * (s ^ 2 + t ^ 2)) ^ 2 := by
    linarith [sq_nonneg ((a - d) / 2 * (2 * s * t) + b * (s ^ 2 - t ^ 2))]
  have habs := abs_le_of_sq_le_sq hsq (by positivity)
  have hlow := (abs_le.mp habs).1
  linarith
```

The hypotheses `hA`, `hD` and `hB` say that

Re⟨x, Ax⟩ ≥ a‖x‖², Re⟨y, Dy⟩ ≥ d‖y‖², ‖B‖ ≤ b.

Thus a and d are floors for the energy within each block, and b limits the size of the coupling matrix element ⟨x, By⟩ between normalised states of different blocks. For Hermitian A and D, the first two conditions say that A − a and D − d are positive semidefinite. By Cauchy–Schwarz, |Re⟨x, By⟩| ≤ b‖x‖‖y‖, so

Re E(v) ≥ a‖x‖² + d‖y‖² − 2b‖x‖‖y‖ ≥ ℓN(v),

where the last step uses s = ‖x‖ and t = ‖y‖.

```lean
/-- If `Re ⟨x, A x⟩ ≥ a ‖x‖²` and `Re ⟨y, D y⟩ ≥ d ‖y‖²` for all `x` and `y`, and the coupling has
operator norm at most `b`, then the real part of the unnormalised expectation value `⟨v, H v⟩` is at
least the lower level times `‖x‖² + ‖y‖²` for every `v = (x, y)`. -/
theorem lowerLevel_le_energy {A : E →L[ℂ] E} {B : F →L[ℂ] E} {D : F →L[ℂ] F} {a d b : ℝ}
    (hA : ∀ x, a * ‖x‖ ^ 2 ≤ (⟪x, A x⟫_ℂ).re) (hD : ∀ y, d * ‖y‖ ^ 2 ≤ (⟪y, D y⟫_ℂ).re)
    (hB : ‖B‖ ≤ b) (v : E × F) :
    lowerLevel a d b * (‖v.1‖ ^ 2 + ‖v.2‖ ^ 2) ≤ (energy A B D v).re := by
  -- Cauchy-Schwarz for the coupling term
  have hc : |(⟪v.1, B v.2⟫_ℂ).re| ≤ ‖v.1‖ * (b * ‖v.2‖) :=
    calc |(⟪v.1, B v.2⟫_ℂ).re| ≤ ‖⟪v.1, B v.2⟫_ℂ‖ := Complex.abs_re_le_norm _
      _ ≤ ‖v.1‖ * ‖B v.2‖ := norm_inner_le_norm _ _
      _ ≤ ‖v.1‖ * (b * ‖v.2‖) :=
        mul_le_mul_of_nonneg_left (B.le_of_opNorm_le hB v.2) (norm_nonneg _)
  have hlow := (abs_le.mp hc).1
  have h2 := lowerLevel_mul_le a d b ‖v.1‖ ‖v.2‖
  rw [energy_eq]
  simp only [Complex.add_re, Complex.conj_re]
  linarith [hA v.1, hD v.2]
```

## From states to eigenvalues

If Hv = μv with v ≠ 0, at least one component is nonzero, so N(v) > 0, and

E(v) = ⟨x, μx⟩ + ⟨y, μy⟩ = μN(v).

```lean
/-- For every eigenvalue of the block Hamiltonian there is a vector `v = (x, y)` with
`‖x‖² + ‖y‖² > 0` whose unnormalised expectation value `⟨v, H v⟩` is the eigenvalue times
`‖x‖² + ‖y‖²`. -/
theorem exists_energy_eq {A : E →L[ℂ] E} {B : F →L[ℂ] E} {D : F →L[ℂ] F} {μ : ℂ}
    (hμ : (blockHamiltonian A B D).HasEigenvalue μ) :
    ∃ v : E × F, 0 < ‖v.1‖ ^ 2 + ‖v.2‖ ^ 2 ∧
      energy A B D v = μ * ((‖v.1‖ ^ 2 + ‖v.2‖ ^ 2 : ℝ) : ℂ) := by
  obtain ⟨v, hv⟩ := hμ.exists_hasEigenvector
  refine ⟨v, ?_, ?_⟩
  · by_cases h1 : v.1 = 0
    · have h2 : v.2 ≠ 0 := fun h2 => hv.2 (Prod.ext h1 h2)
      linarith [pow_pos (norm_pos_iff.mpr h2) 2, sq_nonneg ‖v.1‖]
    · linarith [pow_pos (norm_pos_iff.mpr h1) 2, sq_nonneg ‖v.2‖]
  · have h1 : ⟪v.1, v.1⟫_ℂ = ((‖v.1‖ ^ 2 : ℝ) : ℂ) :=
      (inner_self_eq_norm_sq_to_K v.1).trans (Complex.ofReal_pow _ _).symm
    have h2 : ⟪v.2, v.2⟫_ℂ = ((‖v.2‖ ^ 2 : ℝ) : ℂ) :=
      (inner_self_eq_norm_sq_to_K v.2).trans (Complex.ofReal_pow _ _).symm
    unfold energy
    rw [hv.apply_eq_smul, Prod.smul_fst, Prod.smul_snd, inner_smul_right, inner_smul_right,
      h1, h2, Complex.ofReal_add]
    ring
```

For Hermitian A and D, the block terms in E(v) are real, and so is the coupling plus its conjugate. Hence Im μ · N(v) = 0, and μ is real.

```lean
/-- If the diagonal blocks are Hermitian, every eigenvalue of the block Hamiltonian is real. -/
theorem eigenvalue_im_eq_zero {A : E →L[ℂ] E} {B : F →L[ℂ] E} {D : F →L[ℂ] F} {μ : ℂ}
    (hA : (A : E →ₗ[ℂ] E).IsSymmetric) (hD : (D : F →ₗ[ℂ] F).IsSymmetric)
    (hμ : (blockHamiltonian A B D).HasEigenvalue μ) : μ.im = 0 := by
  obtain ⟨v, hpos, hv⟩ := exists_energy_eq hμ
  have h1 : (⟪v.1, A v.1⟫_ℂ).im = 0 :=
    Complex.conj_eq_iff_im.mp ((inner_conj_symm _ _).trans (hA v.1 v.1))
  have h2 : (⟪v.2, D v.2⟫_ℂ).im = 0 :=
    Complex.conj_eq_iff_im.mp ((inner_conj_symm _ _).trans (hD v.2 v.2))
  have him := congrArg Complex.im hv
  rw [energy_eq, Complex.im_mul_ofReal] at him
  simp only [Complex.add_im, Complex.conj_im, h1, h2] at him
  have hz : μ.im * (‖v.1‖ ^ 2 + ‖v.2‖ ^ 2) = 0 := by linarith
  exact (mul_eq_zero.mp hz).resolve_right hpos.ne'
```

Combining the bound for states with E(v) = μN(v) gives ℓN(v) ≤ Re μ · N(v). Dividing by N(v) > 0 gives

Re μ ≥ (a + d)/2 − √(((a − d)/2)² + b²).

This step does not use Hermiticity of A or D; with it, Re μ is μ. In infinite dimension the statement concerns eigenvalues, not the continuous spectrum.

```lean
/-- If `Re ⟨x, A x⟩ ≥ a ‖x‖²` and `Re ⟨y, D y⟩ ≥ d ‖y‖²` for all `x` and `y`, and the coupling has
operator norm at most `b`, every eigenvalue of the block Hamiltonian has real part at least
`(a + d)/2 - √(((a - d)/2)² + b²)`. -/
theorem lowerLevel_le_eigenvalue {A : E →L[ℂ] E} {B : F →L[ℂ] E} {D : F →L[ℂ] F}
    {a d b : ℝ} {μ : ℂ}
    (hA : ∀ x, a * ‖x‖ ^ 2 ≤ (⟪x, A x⟫_ℂ).re) (hD : ∀ y, d * ‖y‖ ^ 2 ≤ (⟪y, D y⟫_ℂ).re)
    (hB : ‖B‖ ≤ b) (hμ : (blockHamiltonian A B D).HasEigenvalue μ) :
    (a + d) / 2 - Real.sqrt (((a - d) / 2) ^ 2 + b ^ 2) ≤ μ.re := by
  obtain ⟨v, hpos, hv⟩ := exists_energy_eq hμ
  have h := lowerLevel_le_energy hA hD hB v
  rw [hv, Complex.re_mul_ofReal] at h
  exact le_of_mul_le_mul_right h hpos
```

For a finite configuration-interaction matrix in an orthonormal basis, split into retained and discarded configurations, this limits how far the coupling can lower the energy, given bounds on both blocks and on the coupling.

## The second-order expression and the attained bound

Let a < d, g = d − a and q = b²/g, with q now denoting this shift. Then

(g/2 + q)² = g²/4 + b² + q² ≥ (g/2)² + b²,

so the square root in ℓ is at most g/2 + q, and

Re μ ≥ ℓ ≥ a − b²/(d − a).

The right-hand side is the second-order perturbative energy of the lower state in the two-level problem.

```lean
/-- If `Re ⟨x, A x⟩ ≥ a ‖x‖²` and `Re ⟨y, D y⟩ ≥ d ‖y‖²` for all `x` and `y`, the coupling has
operator norm at most `b`, and `a < d`, then every eigenvalue of the block Hamiltonian has real part
at least the second-order expression `a - b²/(d - a)`. -/
theorem second_order_le_eigenvalue {A : E →L[ℂ] E} {B : F →L[ℂ] E} {D : F →L[ℂ] F}
    {a d b : ℝ} {μ : ℂ}
    (hA : ∀ x, a * ‖x‖ ^ 2 ≤ (⟪x, A x⟫_ℂ).re) (hD : ∀ y, d * ‖y‖ ^ 2 ≤ (⟪y, D y⟫_ℂ).re)
    (hB : ‖B‖ ≤ b) (had : a < d) (hμ : (blockHamiltonian A B D).HasEigenvalue μ) :
    a - b ^ 2 / (d - a) ≤ μ.re := by
  have hg : 0 < d - a := sub_pos.mpr had
  have hmain := lowerLevel_le_eigenvalue hA hD hB hμ
  have hq : b ^ 2 / (d - a) * (d - a) = b ^ 2 := div_mul_cancel₀ _ hg.ne'
  have hq0 : 0 ≤ b ^ 2 / (d - a) := by positivity
  generalize b ^ 2 / (d - a) = q at hq hq0 ⊢
  -- the square root is at most its first-order expansion in `b²`
  have hs : Real.sqrt (((a - d) / 2) ^ 2 + b ^ 2) ≤ (d - a) / 2 + q :=
    Real.sqrt_le_iff.mpr ⟨by linarith, by nlinarith [sq_nonneg q]⟩
  linarith
```

The two-level matrix attains ℓ. If b ≠ 0, the vector (b, ℓ − a) is an eigenvector:

ab + b(ℓ − a) = ℓb,
b² + d(ℓ − a) = ℓ(ℓ − a),

where the second line is the secular equation (ℓ − a)(ℓ − d) = b². If b = 0, then ℓ is a or d, and (1, 0) or (0, 1) serves. In Lean both blocks are ℂ, and `hadj` states that multiplication by the real number b is its own adjoint.

```lean
/-- The two-level Hamiltonian `[[a, b], [b, d]]` with real entries has the eigenvalue
`(a + d)/2 - √(((a - d)/2)² + b²)`. -/
theorem lowerLevel_attained (a d b : ℝ) :
    (blockHamiltonian ((a : ℂ) • (1 : ℂ →L[ℂ] ℂ)) ((b : ℂ) • (1 : ℂ →L[ℂ] ℂ))
      ((d : ℂ) • (1 : ℂ →L[ℂ] ℂ))).HasEigenvalue (lowerLevel a d b : ℂ) := by
  have hadj : (b : ℂ) • (1 : ℂ →L[ℂ] ℂ)
      = ContinuousLinearMap.adjoint ((b : ℂ) • (1 : ℂ →L[ℂ] ℂ)) := by
    refine (ContinuousLinearMap.eq_adjoint_iff _ _).mpr fun x y => ?_
    change ⟪(b : ℂ) • x, y⟫_ℂ = ⟪x, (b : ℂ) • y⟫_ℂ
    rw [inner_smul_left, inner_smul_right, Complex.conj_ofReal]
  -- the secular equation
  have hreal : (lowerLevel a d b - a) * (lowerLevel a d b - d) = b ^ 2 := by
    have hr := Real.sq_sqrt (show 0 ≤ ((a - d) / 2) ^ 2 + b ^ 2 by positivity)
    unfold lowerLevel
    linear_combination hr
  have hc : ((lowerLevel a d b : ℂ) - a) * ((lowerLevel a d b : ℂ) - d) = (b : ℂ) ^ 2 := by
    exact_mod_cast hreal
  generalize (lowerLevel a d b : ℂ) = L at hc ⊢
  have hex : ∃ x y : ℂ, (x, y) ≠ 0 ∧ a * x + b * y = L * x ∧ b * x + d * y = L * y := by
    by_cases hb : (b : ℂ) = 0
    · have h0 : (L - a) * (L - d) = 0 := by rw [hc, hb]; ring
      rcases mul_eq_zero.mp h0 with h | h
      · exact ⟨1, 0, fun e => one_ne_zero (congrArg Prod.fst e),
          by linear_combination -h, by linear_combination hb⟩
      · exact ⟨0, 1, fun e => one_ne_zero (congrArg Prod.snd e),
          by linear_combination hb, by linear_combination -h⟩
    · exact ⟨b, L - a, fun e => hb (congrArg Prod.fst e),
        by ring, by linear_combination -hc⟩
  obtain ⟨x, y, hne, h1, h2⟩ := hex
  refine Module.End.hasEigenvalue_of_hasEigenvector (x := (x, y))
    ⟨Module.End.mem_eigenspace_iff.mpr ?_, hne⟩
  change ((a : ℂ) * x + (b : ℂ) * y,
    ContinuousLinearMap.adjoint ((b : ℂ) • (1 : ℂ →L[ℂ] ℂ)) x + (d : ℂ) * y) = (L * x, L * y)
  rw [← hadj]
  exact Prod.ext h1 h2

end

end BlockLevelRepulsion
```

```lean
#print axioms BlockLevelRepulsion.eigenvalue_im_eq_zero
#print axioms BlockLevelRepulsion.lowerLevel_le_eigenvalue
#print axioms BlockLevelRepulsion.second_order_le_eigenvalue
#print axioms BlockLevelRepulsion.lowerLevel_attained
```

```
'BlockLevelRepulsion.eigenvalue_im_eq_zero' depends on axioms: [propext, Classical.choice, Quot.sound]
'BlockLevelRepulsion.lowerLevel_le_eigenvalue' depends on axioms: [propext, Classical.choice, Quot.sound]
'BlockLevelRepulsion.second_order_le_eigenvalue' depends on axioms: [propext, Classical.choice, Quot.sound]
'BlockLevelRepulsion.lowerLevel_attained' depends on axioms: [propext, Classical.choice, Quot.sound]
```
